# Doping response of a rigid-band Stoner ferromagnet from its densities of states and exchange parameter

When electrons are added to an itinerant ferromagnet, its magnetization can change; to speak of a rate, we treat the magnetization as a given function \(m(n)\) of the electron number \(n\) that satisfies the Stoner balance near \(n_0\) and is continuous there. Neither differentiability nor minimal energy is assumed.

## The rate by hand

Let \(m\) be the number of majority electrons minus the number of minority electrons, so that the spin channels hold \(x_\pm=(n\pm m)/2\). Let \(\mu(x)\) be the chemical potential of one channel with \(x\) electrons, before any exchange shift. Exchange lowers one channel by \(Im/2\) and raises the other by the same amount, where the constant \(I\) is the Stoner exchange parameter. A common Fermi level then requires

\[
\mu(x_+)-\mu(x_-)=Im .
\]

At \(n_0\) let \(\mu\) have slopes \(1/u\) and \(1/d\) in the two channels. At zero temperature \(u,d>0\) are the densities of states per spin at the Fermi level.

Write \(\Delta n=n-n_0\) and \(\Delta m=m(n)-m(n_0)\), and let \(P\) and \(Q\) be the mean slopes of \(\mu\) between the old and new fillings. Subtracting the balance at \(n_0\) from that at \(n\) gives

\[
P\,\frac{\Delta n+\Delta m}{2}-Q\,\frac{\Delta n-\Delta m}{2}=I\,\Delta m,
\]

and therefore

\[
\Delta m\,(P+Q-2I)=\Delta n\,(Q-P).
\]

Since \(m\) is continuous at \(n_0\), \(P\to1/u\) and \(Q\to1/d\). If \(D=u+d-2Iud\neq0\), the limit \(1/u+1/d-2I=D/(ud)\) is nonzero, so we may divide:

\[
m'(n_0)=\frac{1/d-1/u}{1/u+1/d-2I}=\frac{u-d}{u+d-2Iud}.
\]

The channels fill at the rates

\[
\frac{1+m'}2=\frac{u(1-Id)}{D},\qquad \frac{1-m'}2=\frac{d(1-Iu)}{D}.
\]

For \(D>0\), the inequality \(m'<-1\) reads \(u-d<-D\), that is \(2u<2Iud\), or \(Id>1\). The majority channel then loses electrons although electrons are being added. As \(u\to0^+\) at fixed \(I\) and \(d\), the quotient tends to \(-d/d=-1\).

The formula can be used to estimate how alloying changes a moment, within a mean-field model with a rigid band and constant \(I\). That a real alloy keeps the same \(\mu\) and \(I\) as it is doped is the step that the hypotheses leave to the physicist.

## The balance and the quotient in Lean

```lean
import Mathlib

open Filter Topology

namespace StonerDoping

noncomputable section
```

`StonerEq μ I m n` is the balance at one electron number. Both channels use the same function `μ`.

```lean
/-- The Stoner balance at electron number `n`: the chemical potentials `μ` of the two spin
channels, filled with `(n + m) / 2` and `(n - m) / 2` electrons, differ by the exchange
splitting `I m`. -/
def StonerEq (μ : ℝ → ℝ) (I : ℝ) (m : ℝ → ℝ) (n : ℝ) : Prop :=
  μ ((n + m n) / 2) - μ ((n - m n) / 2) = I * m n
```

`dopingResponse` is only the quotient; the theorems connect it to a derivative.

```lean
/-- The doping response `(u - d) / (u + d - 2 I u d)` for majority and minority densities of
states `u` and `d`, meant for `u + d - 2 I u d ≠ 0`. -/
def dopingResponse (I u d : ℝ) : ℝ := (u - d) / (u + d - 2 * I * u * d)
```

## Mean slopes for a finite change

Mathlib's `dslope` is the secant slope between two points, and the derivative when they coincide. It therefore stays meaningful if a channel's filling happens not to change. The first lemma gives its limit along a continuous path.

```lean
variable {μ m : ℝ → ℝ} {I u d n₀ : ℝ}

/-- If a differentiable function is followed along a continuous path, its mean slope measured
from the starting point tends to its derivative there. -/
theorem tendsto_mean_slope {x : ℝ → ℝ} {p : ℝ} (hμ : HasDerivAt μ p (x n₀))
    (hx : ContinuousAt x n₀) :
    Tendsto (fun n => dslope μ (x n₀) (x n)) (𝓝 n₀) (𝓝 p) := by
  have h := (continuousAt_dslope_same.2 hμ.differentiableAt).tendsto
  rw [dslope_same, hμ.deriv] at h
  exact h.comp hx.tendsto
```

Next comes the finite-difference identity, with `p` and `q` for the two slopes of `μ`. The statement asserts that suitable functions `P` and `Q` exist; the proof takes the mean slopes. The notation `∀ᶠ n in 𝓝 n₀` means "for all \(n\) close enough to \(n_0\)". The final `linear_combination` subtracts the two balances, as above.

```lean
/-- Doping by a small finite amount: let `m` be continuous at `n₀` and obey the Stoner balance near
`n₀`, and let `μ` have derivatives `p` and `q` at the two channel fillings. Then there are functions
`P` and `Q`, tending to `p` and `q` at `n₀`, such that
`(m n - m n₀) (P n + Q n - 2 I) = (n - n₀) (Q n - P n)` for all `n` near `n₀`. -/
theorem finite_doping {p q : ℝ} (hup : HasDerivAt μ p ((n₀ + m n₀) / 2))
    (hdn : HasDerivAt μ q ((n₀ - m n₀) / 2)) (hm : ContinuousAt m n₀)
    (hS : ∀ᶠ n in 𝓝 n₀, StonerEq μ I m n) :
    ∃ P Q : ℝ → ℝ, Tendsto P (𝓝 n₀) (𝓝 p) ∧ Tendsto Q (𝓝 n₀) (𝓝 q) ∧
      ∀ᶠ n in 𝓝 n₀, (m n - m n₀) * (P n + Q n - 2 * I) = (n - n₀) * (Q n - P n) := by
  refine ⟨fun n => dslope μ ((n₀ + m n₀) / 2) ((n + m n) / 2),
    fun n => dslope μ ((n₀ - m n₀) / 2) ((n - m n) / 2),
    tendsto_mean_slope (x := fun n => (n + m n) / 2) hup (by fun_prop),
    tendsto_mean_slope (x := fun n => (n - m n) / 2) hdn (by fun_prop), ?_⟩
  have h₀ := hS.self_of_nhds
  filter_upwards [hS] with n h
  unfold StonerEq at h h₀
  have hP := sub_smul_dslope μ ((n₀ + m n₀) / 2) ((n + m n) / 2)
  have hQ := sub_smul_dslope μ ((n₀ - m n₀) / 2) ((n - m n) / 2)
  rw [smul_eq_mul] at hP hQ
  -- subtract the balance at `n₀` from the balance at `n`
  linear_combination 2 * hP - 2 * hQ + 2 * h - 2 * h₀
```

## From the balance to the derivative

If a derivative `m'` is already known to exist, the chain rule applied to both sides of the balance gives

\[
\frac{1+m'}{2u}-\frac{1-m'}{2d}=Im'.
\]

Multiplying by \(2ud\) yields \(m'D=u-d\), even when \(D=0\).

```lean
/-- Linear response: a Stoner branch with derivative `m'` obeys
`m' (u + d - 2 I u d) = u - d`, where `u, d > 0` are the densities of states. -/
theorem response_balance {m' : ℝ} (hu : 0 < u) (hd : 0 < d)
    (hup : HasDerivAt μ (1 / u) ((n₀ + m n₀) / 2))
    (hdn : HasDerivAt μ (1 / d) ((n₀ - m n₀) / 2))
    (hS : ∀ᶠ n in 𝓝 n₀, StonerEq μ I m n) (hm : HasDerivAt m m' n₀) :
    m' * (u + d - 2 * I * u * d) = u - d := by
  have k1 : HasDerivAt (fun n => (n + m n) / 2) ((1 + m') / 2) n₀ :=
    ((hasDerivAt_id' n₀).fun_add hm).div_const 2
  have k2 : HasDerivAt (fun n => (n - m n) / 2) ((1 - m') / 2) n₀ :=
    ((hasDerivAt_id' n₀).fun_sub hm).div_const 2
  have h1 : HasDerivAt (fun n => μ ((n + m n) / 2)) (1 / u * ((1 + m') / 2)) n₀ :=
    hup.comp n₀ k1
  have h2 : HasDerivAt (fun n => μ ((n - m n) / 2)) (1 / d * ((1 - m') / 2)) n₀ :=
    hdn.comp n₀ k2
  have h3 : HasDerivAt (fun n => μ ((n + m n) / 2) - μ ((n - m n) / 2)) (I * m') n₀ :=
    (hm.const_mul I).congr_of_eventuallyEq hS
  -- both sides of the Stoner balance have the same derivative
  have h := (h1.fun_sub h2).unique h3
  have e1 : 1 / u * u = 1 := one_div_mul_cancel hu.ne'
  have e2 : 1 / d * d = 1 := one_div_mul_cancel hd.ne'
  linear_combination 2 * u * d * h - d * (1 + m') * e1 + u * (1 - m') * e2
```

Besides the balance near `n₀`, the main theorem assumes of `m` only that it is continuous at `n₀`. Its proof first shows that \(P+Q-2I\) is nonzero near \(n_0\), so that the difference quotient of `m` equals \((Q-P)/(P+Q-2I)\) and converges. This gives `hder`, and `response_balance` then rewrites the value as `dopingResponse I u d`.

The hypothesis `hne` asks for \(D\neq0\), not \(D>0\). The positive sign corresponds to a local energy minimum with respect to \(m\) at fixed \(n\), so the theorem also applies to unstable solutions. Nor does it require \(m(n_0)>0\); "majority" is a name for the channel with filling \((n+m)/2\).

```lean
/-- Doping a Stoner ferromagnet: a continuous magnetization branch with densities of states
`u, d > 0` and `u + d - 2 I u d ≠ 0` is differentiable in the electron number, with
derivative `(u - d) / (u + d - 2 I u d)`. -/
theorem hasDerivAt_magnetization (hu : 0 < u) (hd : 0 < d)
    (hup : HasDerivAt μ (1 / u) ((n₀ + m n₀) / 2))
    (hdn : HasDerivAt μ (1 / d) ((n₀ - m n₀) / 2)) (hm : ContinuousAt m n₀)
    (hS : ∀ᶠ n in 𝓝 n₀, StonerEq μ I m n) (hne : u + d - 2 * I * u * d ≠ 0) :
    HasDerivAt m (dopingResponse I u d) n₀ := by
  obtain ⟨P, Q, hP, hQ, hPQ⟩ := finite_doping hup hdn hm hS
  have e1 : 1 / u * u = 1 := one_div_mul_cancel hu.ne'
  have e2 : 1 / d * d = 1 := one_div_mul_cancel hd.ne'
  have hD : 1 / u + 1 / d - 2 * I ≠ 0 := by
    intro h
    apply hne
    linear_combination u * d * h - d * e1 - u * e2
  have hR : Tendsto (fun n => P n + Q n - 2 * I) (𝓝 n₀) (𝓝 (1 / u + 1 / d - 2 * I)) :=
    (hP.add hQ).sub tendsto_const_nhds
  have hR0 : ∀ᶠ n in 𝓝 n₀, P n + Q n - 2 * I ≠ 0 := hR.eventually_ne hD
  have hlim : Tendsto (fun n => (Q n - P n) / (P n + Q n - 2 * I)) (𝓝 n₀)
      (𝓝 ((1 / d - 1 / u) / (1 / u + 1 / d - 2 * I))) := (hQ.sub hP).div hR hD
  -- the difference quotient of `m` converges, so `m` is differentiable
  have hder : HasDerivAt m ((1 / d - 1 / u) / (1 / u + 1 / d - 2 * I)) n₀ := by
    refine hasDerivAt_iff_tendsto_slope.2 ((hlim.mono_left nhdsWithin_le_nhds).congr' ?_)
    filter_upwards [hPQ.filter_mono nhdsWithin_le_nhds,
      hR0.filter_mono nhdsWithin_le_nhds, self_mem_nhdsWithin] with n h1 h2 h3
    have h4 : n - n₀ ≠ 0 := sub_ne_zero.2 h3
    rw [slope_def_field, div_eq_div_iff h2 h4]
    linear_combination -h1
  -- linear response fixes the value
  have hb := response_balance hu hd hup hdn hS hder
  rw [dopingResponse, ← (eq_div_iff hne).2 hb]
  exact hder
```

## Channel filling and the half-metallic limit

The filling rates follow by differentiating \((n\pm m)/2\).

```lean
/-- Where the added electrons go: if `m` has the doping response as its derivative and
`u + d - 2 I u d ≠ 0`, the majority and minority channels fill at the rates
`u (1 - I d)` and `d (1 - I u)`, each divided by `u + d - 2 I u d`. -/
theorem channel_filling (hm : HasDerivAt m (dopingResponse I u d) n₀)
    (hne : u + d - 2 * I * u * d ≠ 0) :
    HasDerivAt (fun n => (n + m n) / 2) (u * (1 - I * d) / (u + d - 2 * I * u * d)) n₀ ∧
    HasDerivAt (fun n => (n - m n) / 2) (d * (1 - I * u) / (u + d - 2 * I * u * d)) n₀ := by
  have hb : dopingResponse I u d * (u + d - 2 * I * u * d) = u - d := div_mul_cancel₀ _ hne
  constructor
  · refine (((hasDerivAt_id' n₀).fun_add hm).div_const 2).congr_deriv ?_
    rw [eq_div_iff hne]
    linear_combination hb / 2
  · refine (((hasDerivAt_id' n₀).fun_sub hm).div_const 2).congr_deriv ?_
    rw [eq_div_iff hne]
    linear_combination -hb / 2
```

The threshold \(Id>1\) is an equivalence for \(u>0\) and \(D>0\). The proof clears the positive denominator and compares \(u\) with \(Iud\).

```lean
/-- For `u > 0` and `u + d - 2 I u d > 0`, the doping response is less than `-1` exactly when
`I d > 1`. -/
theorem response_lt_neg_one_iff (hu : 0 < u) (hpos : 0 < u + d - 2 * I * u * d) :
    dopingResponse I u d < -1 ↔ 1 < I * d := by
  rw [dopingResponse, div_lt_iff₀ hpos]
  constructor
  · intro h
    by_contra hc
    nlinarith [mul_nonneg hu.le (sub_nonneg.2 (not_lt.1 hc))]
  · intro h
    nlinarith [mul_pos hu (sub_pos.2 h)]
```

The limit concerns the quotient as a function of \(u\): it is continuous at \(u=0\), where its value is \(-1\). A half-metal with \(u=0\) exactly lies beyond the main theorem, which needs a finite slope \(1/u\). Many half-metals have their gap in the minority channel instead: as \(d\to0^+\) at fixed \(I\) and \(u>0\), the quotient tends to \(+1\).

```lean
/-- Half-metallic limit: as the majority density of states `u` tends to zero from above at
fixed `I` and `d > 0`, the doping response tends to `-1`. -/
theorem tendsto_half_metal (I : ℝ) (hd : 0 < d) :
    Tendsto (fun u => dopingResponse I u d) (𝓝[>] 0) (𝓝 (-1)) := by
  have h : ContinuousAt (fun u => dopingResponse I u d) 0 := by
    unfold dopingResponse
    exact ContinuousAt.div (by fun_prop) (by fun_prop) (by simpa using hd.ne')
  have h0 : dopingResponse I 0 d = -1 := by
    simp [dopingResponse, hd.ne']
  have t : Tendsto (fun u => dopingResponse I u d) (𝓝 0) (𝓝 (dopingResponse I 0 d)) := h
  rw [h0] at t
  exact t.mono_left nhdsWithin_le_nhds
```

## Unequal densities of states at \(D=0\)

Here `response_balance` would give \(0=u-d\), which contradicts \(u\neq d\). A branch that obeys the balance on both sides of \(n_0\) therefore has no finite derivative there. At an ordinary fold, two solutions merge at \(n_0\) and have no continuation to the other side, so no branch continuous at \(n_0\) meets this hypothesis.

```lean
/-- If `u + d - 2 I u d = 0` with unequal densities of states `u, d > 0`, a Stoner branch
through that point is not differentiable in the electron number. -/
theorem not_differentiableAt_of_critical (hu : 0 < u) (hd : 0 < d)
    (hup : HasDerivAt μ (1 / u) ((n₀ + m n₀) / 2))
    (hdn : HasDerivAt μ (1 / d) ((n₀ - m n₀) / 2))
    (hS : ∀ᶠ n in 𝓝 n₀, StonerEq μ I m n) (hcrit : u + d - 2 * I * u * d = 0)
    (hud : u ≠ d) : ¬ DifferentiableAt ℝ m n₀ := by
  intro hm
  have h := response_balance hu hd hup hdn hS hm.hasDerivAt
  rw [hcrit, mul_zero] at h
  exact hud (sub_eq_zero.1 h.symm)
```

## A partially polarized example

For \(\mu(x)=x^3\) and \(I=1\), the balance becomes \((3n^2m+m^3)/4=m\), with the positive solution \(m=\sqrt{4-3n^2}\) for \(3n^2<4\). Both channels then hold a positive number of electrons provided that \(n>1\).

```lean
/-- The magnetization `√(4 - 3 n²)`, meant for `3 n² ≤ 4`. -/
def cubicBranch (n : ℝ) : ℝ := √(4 - 3 * n ^ 2)
```

At \(n_0=8/7\) the magnetization is \(2/7\) and the channels hold \(5/7\) and \(3/7\) electrons. The slopes \(75/49\) and \(27/49\) give \(u=49/75\) and \(d=49/27\). The theorem below confirms all the hypotheses on the branch and on \(D\) for these values. The formula then gives \(m'=-12\), in agreement with \(-3n_0/m(n_0)\).

```lean
/-- The chemical potential `μ(x) = x³` with `I = 1` and the branch `√(4 - 3 n²)` at `n = 8/7`
meets the hypotheses of the doping theorem, with `u = 49/75` and `d = 49/27`. -/
theorem hasDerivAt_magnetization_witness :
    HasDerivAt (fun x : ℝ => x ^ 3) (1 / (49 / 75)) ((8 / 7 + cubicBranch (8 / 7)) / 2) ∧
    HasDerivAt (fun x : ℝ => x ^ 3) (1 / (49 / 27)) ((8 / 7 - cubicBranch (8 / 7)) / 2) ∧
    ContinuousAt cubicBranch (8 / 7) ∧
    (∀ᶠ n in 𝓝 (8 / 7 : ℝ), StonerEq (fun x => x ^ 3) 1 cubicBranch n) ∧
    (49 / 75 + 49 / 27 - 2 * 1 * (49 / 75) * (49 / 27) : ℝ) ≠ 0 := by
  have hval : cubicBranch (8 / 7) = 2 / 7 := by
    rw [cubicBranch, show (4 - 3 * (8 / 7) ^ 2 : ℝ) = (2 / 7) ^ 2 by norm_num]
    exact Real.sqrt_sq (by norm_num)
  rw [hval]
  refine ⟨?_, ?_, ?_, ?_, by norm_num⟩
  · exact (hasDerivAt_pow 3 ((8 / 7 + 2 / 7) / 2 : ℝ)).congr_deriv (by norm_num)
  · exact (hasDerivAt_pow 3 ((8 / 7 - 2 / 7) / 2 : ℝ)).congr_deriv (by norm_num)
  · have hc : Continuous cubicBranch :=
      Real.continuous_sqrt.comp (by fun_prop : Continuous fun n : ℝ => 4 - 3 * n ^ 2)
    exact hc.continuousAt
  · filter_upwards [Ioo_mem_nhds (show (1 : ℝ) < 8 / 7 by norm_num)
      (show (8 / 7 : ℝ) < 23 / 20 by norm_num)] with n hn
    have hs : cubicBranch n ^ 2 = 4 - 3 * n ^ 2 :=
      Real.sq_sqrt (by nlinarith [mul_pos (sub_pos.2 hn.1) (sub_pos.2 hn.2)])
    show ((n + cubicBranch n) / 2) ^ 3 - ((n - cubicBranch n) / 2) ^ 3 = 1 * cubicBranch n
    linear_combination cubicBranch n / 4 * hs

end

end StonerDoping
```

```lean
#print axioms StonerDoping.response_balance
#print axioms StonerDoping.hasDerivAt_magnetization
#print axioms StonerDoping.tendsto_half_metal
#print axioms StonerDoping.not_differentiableAt_of_critical
```

```
'StonerDoping.response_balance' depends on axioms: [propext, Classical.choice, Quot.sound]
'StonerDoping.hasDerivAt_magnetization' depends on axioms: [propext, Classical.choice, Quot.sound]
'StonerDoping.tendsto_half_metal' depends on axioms: [propext, Classical.choice, Quot.sound]
'StonerDoping.not_differentiableAt_of_critical' depends on axioms: [propext, Classical.choice, Quot.sound]
```

## A jump between two solutions

Keep \(\mu(x)=x^3\) and \(I=1\), but let \(m(n)=\sqrt{4-3n^2}\) for \(n\le8/7\) and \(m(n)=0\) for \(n>8/7\). The balance still holds near \(8/7\), because \(m=0\) always solves it, and \(u\), \(d\) and \(D\) are unchanged. Yet \(m\) jumps from \(2/7\) to \(0\) and has no derivative at \(8/7\). Continuity from the left is thus not enough for the main theorem's conclusion.
